# The plane group pg is non-symmorphic, and only its identity fixes a point

The maps

$$(x,y)\mapsto(x+m,\,y+n),\qquad (x,y)\mapsto(x+m+\tfrac12,\,-y+n),\qquad m,n\in\mathbb Z,$$

form a non-commutative group, called pg. None of its non-identity elements has a fixed point or finite order, and the group is not symmorphic.

## Mirrors and glides

Coordinates are measured in lattice periods of a rectangular cell. The first maps are lattice translations; the second reflect across a horizontal line and shift by an odd number of half periods along it. A group is symmorphic if some point $p$ can serve as an origin at which every operation is a group operation fixing $p$, followed by a translation.

For a two-dimensional crystal with this symmetry, no choice of origin turns the glide into a pure mirror, so an electronic-structure code that uses this glide as a symmetry must apply the half-period shift along with the reflection.

## Composition, fixed points and order

Write $T(a,b)$ for $(x,y)\mapsto(x+a,y+b)$ and $G(a,b)$ for $(x,y)\mapsto(x+a,-y+b)$. With the right factor acting first,

$$\begin{aligned}
T(a,b)T(c,d)&=T(a+c,b+d), & T(a,b)G(c,d)&=G(a+c,b+d),\\
G(a,b)T(c,d)&=G(a+c,b-d), & G(a,b)G(c,d)&=T(a+c,b-d).
\end{aligned}$$

For an integer $k$, let $\Gamma_k$ contain all $T(m,n)$ and $G(m+k/2,n)$. Two glides give $T(m+r+k,n-s)$, again an integer translation, and the other products stay in $\Gamma_k$ likewise. The inverses are $T(-m,-n)$ and $G(-m-k/2,n)=G((-m-k)+k/2,n)$. So $\Gamma_k$ is a group, and pg is $\Gamma_1$.

*Non-commutativity.* $T(0,1)G(\tfrac12,0)=G(\tfrac12,1)$, but $G(\tfrac12,0)T(0,1)=G(\tfrac12,-1)$.

*Fixed points.* If $T(m,n)$ fixes a point, then $m=n=0$. A fixed point of a glide in pg would need $m+\tfrac12=0$, which is impossible for an integer $m$.

*Order.* Let $N>0$. Since $T(m,n)^N=T(Nm,Nn)$, a translation with $N$th power $1$ is trivial. For a glide $g$ in pg, $g^2=T(2m+1,0)$. If $g^N=1$, then $(g^2)^N=1$, so $N(2m+1)=0$, which is impossible.

## Symmorphic exactly for even $k$

Suppose $\Gamma_k$ is symmorphic about $p$. Then $G(k/2,0)$ differs by a final translation from some $h\in\Gamma_k$ fixing $p$. This $h$ reverses $y$, so $h=G(m+k/2,n)$. Its fixed point requires $m+k/2=0$, hence $k=-2m$ is even.

Conversely, if $k=2j$, choosing $m=-j$ shows that $G(0,0)$ belongs to $\Gamma_k$. It fixes the origin, and $G(a,b)=T(a,b)G(0,0)$; translations use the identity as $h$. Since $1$ is odd, pg is not symmorphic.

## The statement in Lean

`Perm (ℝ × ℝ)` is the group of bijections of the plane, and `glideGroup k` is $\Gamma_k$ as a `Subgroup` of it. The name `glide` also covers pure mirrors. The theorem `mem_pg` confirms that `pg` consists of exactly the maps displayed at the start.

In `Symmorphic`, the point `p` is common to all operations, while the translation `v` may be any real vector. `pg_nonsymmorphic` collects the three claims. The file treats this one family in fixed coordinates; it contains no metric, no atoms and no classification of plane groups.

```lean
import Mathlib

open Equiv

namespace PlaneGroupPg

noncomputable section

/-- The translation `(x, y) ↦ (x + a, y + b)` of the plane. -/
def translation (a b : ℝ) : Perm (ℝ × ℝ) where
  toFun p := (p.1 + a, p.2 + b)
  invFun p := (p.1 - a, p.2 - b)
  left_inv p := Prod.ext (show p.1 + a - a = p.1 by ring) (show p.2 + b - b = p.2 by ring)
  right_inv p := Prod.ext (show p.1 - a + a = p.1 by ring) (show p.2 - b + b = p.2 by ring)

/-- The reflection `y ↦ -y` followed by a translation: `(x, y) ↦ (x + a, -y + b)`. -/
def glide (a b : ℝ) : Perm (ℝ × ℝ) where
  toFun p := (p.1 + a, -p.2 + b)
  invFun p := (p.1 - a, b - p.2)
  left_inv p := Prod.ext (show p.1 + a - a = p.1 by ring) (show b - (-p.2 + b) = p.2 by ring)
  right_inv p := Prod.ext (show p.1 - a + a = p.1 by ring) (show -(b - p.2) + b = p.2 by ring)

/-- The translation by the zero vector is the identity. -/
theorem translation_zero : translation 0 0 = 1 :=
  Equiv.ext fun p => Prod.ext (show p.1 + 0 = p.1 by ring) (show p.2 + 0 = p.2 by ring)

/-- Two translations compose by adding their vectors. -/
theorem translation_mul_translation (a b c d : ℝ) :
    translation a b * translation c d = translation (a + c) (b + d) :=
  Equiv.ext fun p => Prod.ext (show p.1 + c + a = p.1 + (a + c) by ring)
    (show p.2 + d + b = p.2 + (b + d) by ring)

/-- A glide followed by a translation is a glide with the vectors added. -/
theorem translation_mul_glide (a b c d : ℝ) :
    translation a b * glide c d = glide (a + c) (b + d) :=
  Equiv.ext fun p => Prod.ext (show p.1 + c + a = p.1 + (a + c) by ring)
    (show -p.2 + d + b = -p.2 + (b + d) by ring)

/-- A translation followed by a glide is a glide; the reflection reverses the
transverse part of the translation. -/
theorem glide_mul_translation (a b c d : ℝ) :
    glide a b * translation c d = glide (a + c) (b - d) :=
  Equiv.ext fun p => Prod.ext (show p.1 + c + a = p.1 + (a + c) by ring)
    (show -(p.2 + d) + b = -p.2 + (b - d) by ring)

/-- Two glides compose to a translation. -/
theorem glide_mul_glide (a b c d : ℝ) :
    glide a b * glide c d = translation (a + c) (b - d) :=
  Equiv.ext fun p => Prod.ext (show p.1 + c + a = p.1 + (a + c) by ring)
    (show -(-p.2 + d) + b = p.2 + (b - d) by ring)

/-- The group of all integer translations and all maps `(x, y) ↦ (x + m + k/2, -y + n)`
with `m`, `n` integers, for a fixed integer `k`. -/
def glideGroup (k : ℤ) : Subgroup (Perm (ℝ × ℝ)) where
  carrier := {g | (∃ m n : ℤ, g = translation m n) ∨
    (∃ m n : ℤ, g = glide ((m : ℝ) + (k : ℝ) / 2) n)}
  one_mem' := Or.inl ⟨0, 0, by simp [translation_zero]⟩
  mul_mem' := fun {g h} hg hh => by
    rcases hg with ⟨m, n, rfl⟩ | ⟨m, n, rfl⟩ <;> rcases hh with ⟨r, s, rfl⟩ | ⟨r, s, rfl⟩
    · exact Or.inl ⟨m + r, n + s, by
        rw [translation_mul_translation]; congr 1 <;> push_cast <;> ring⟩
    · exact Or.inr ⟨m + r, n + s, by
        rw [translation_mul_glide]; congr 1 <;> push_cast <;> ring⟩
    · exact Or.inr ⟨m + r, n - s, by
        rw [glide_mul_translation]; congr 1 <;> push_cast <;> ring⟩
    · exact Or.inl ⟨m + r + k, n - s, by
        rw [glide_mul_glide]; congr 1 <;> push_cast <;> ring⟩
  inv_mem' := fun {g} hg => by
    rcases hg with ⟨m, n, rfl⟩ | ⟨m, n, rfl⟩
    · exact Or.inl ⟨-m, -n, inv_eq_of_mul_eq_one_right (by
        rw [translation_mul_translation, ← translation_zero]
        congr 1 <;> push_cast <;> ring)⟩
    · exact Or.inr ⟨-m - k, n, inv_eq_of_mul_eq_one_right (by
        rw [glide_mul_glide, ← translation_zero]
        congr 1 <;> push_cast <;> ring)⟩

/-- The plane group pg: the glide shift is half a lattice period. -/
def pg : Subgroup (Perm (ℝ × ℝ)) := glideGroup 1

/-- A group of maps of the plane is symmorphic if there is a point `p` such that each
operation of the group equals an operation of the group fixing `p`, followed by a translation. -/
def Symmorphic (G : Subgroup (Perm (ℝ × ℝ))) : Prop :=
  ∃ p : ℝ × ℝ, ∀ g ∈ G, ∃ h ∈ G, h p = p ∧ ∃ v : ℝ × ℝ, ∀ q, g q = h q + v

/-- The operations of pg are exactly the maps `(x + m, y + n)` and
`(x + m + 1/2, -y + n)` with `m`, `n` integers. -/
theorem mem_pg {g : Perm (ℝ × ℝ)} : g ∈ pg ↔
    (∃ m n : ℤ, ∀ x y : ℝ, g (x, y) = (x + m, y + n)) ∨
    (∃ m n : ℤ, ∀ x y : ℝ, g (x, y) = (x + m + 1 / 2, -y + n)) := by
  constructor
  · rintro (⟨m, n, rfl⟩ | ⟨m, n, rfl⟩)
    · exact Or.inl ⟨m, n, fun x y => rfl⟩
    · exact Or.inr ⟨m, n, fun x y => Prod.ext
        (show x + ((m : ℝ) + ((1 : ℤ) : ℝ) / 2) = x + m + 1 / 2 by push_cast; ring) rfl⟩
  · rintro (⟨m, n, h⟩ | ⟨m, n, h⟩)
    · exact Or.inl ⟨m, n, Equiv.ext fun p => h p.1 p.2⟩
    · exact Or.inr ⟨m, n, Equiv.ext fun p => (h p.1 p.2).trans (Prod.ext
        (show p.1 + m + 1 / 2 = p.1 + ((m : ℝ) + ((1 : ℤ) : ℝ) / 2) by push_cast; ring) rfl)⟩

/-- An operation of pg that fixes a point is the identity. -/
theorem pg_eq_one_of_fixed {g : Perm (ℝ × ℝ)} (hg : g ∈ pg) {p : ℝ × ℝ}
    (hp : g p = p) : g = 1 := by
  rcases mem_pg.1 hg with ⟨m, n, h⟩ | ⟨m, n, h⟩
  · have e := (h p.1 p.2).symm.trans hp
    have e1 : p.1 + (m : ℝ) = p.1 := congrArg Prod.fst e
    have e2 : p.2 + (n : ℝ) = p.2 := congrArg Prod.snd e
    exact Equiv.ext fun q => (h q.1 q.2).trans (Prod.ext
      (show q.1 + (m : ℝ) = q.1 by linarith) (show q.2 + (n : ℝ) = q.2 by linarith))
  · -- a fixed point of a glide would need m + 1/2 = 0
    have e1 : p.1 + (m : ℝ) + 1 / 2 = p.1 :=
      congrArg Prod.fst ((h p.1 p.2).symm.trans hp)
    have e2 : ((2 * m + 1 : ℤ) : ℝ) = 0 := by push_cast; linarith
    have e3 : 2 * m + 1 = 0 := by exact_mod_cast e2
    omega

/-- An operation of pg with a positive power equal to the identity is the identity. -/
theorem pg_eq_one_of_pow {g : Perm (ℝ × ℝ)} (hg : g ∈ pg) {N : ℕ} (hN : 0 < N)
    (hpow : g ^ N = 1) : g = 1 := by
  have tpow : ∀ (a b : ℝ) (M : ℕ), translation a b ^ M = translation (M * a) (M * b) := by
    intro a b M
    induction M with
    | zero => simp [translation_zero]
    | succ M ih =>
      rw [pow_succ, ih, translation_mul_translation]
      congr 1 <;> push_cast <;> ring
  have hN0 : (N : ℝ) ≠ 0 := by exact_mod_cast hN.ne'
  -- a translation of finite order has zero vector
  have key : ∀ a b : ℝ, translation a b ^ N = 1 → a = 0 ∧ b = 0 := by
    intro a b h
    rw [tpow] at h
    have e := congrArg (fun f : Perm (ℝ × ℝ) => f (0, 0)) h
    have e1 : 0 + (N : ℝ) * a = 0 := congrArg Prod.fst e
    have e2 : 0 + (N : ℝ) * b = 0 := congrArg Prod.snd e
    rw [zero_add] at e1 e2
    exact ⟨(mul_eq_zero.1 e1).resolve_left hN0, (mul_eq_zero.1 e2).resolve_left hN0⟩
  rcases hg with ⟨m, n, rfl⟩ | ⟨m, n, rfl⟩
  · obtain ⟨h1, h2⟩ := key _ _ hpow
    rw [h1, h2, translation_zero]
  · -- the square of a glide is a translation by an odd number of periods
    have hsq := (Commute.refl (glide ((m : ℝ) + ((1 : ℤ) : ℝ) / 2) n)).mul_pow N
    rw [hpow, one_mul, glide_mul_glide] at hsq
    have e1 := (key _ _ hsq).1
    have e2 : ((2 * m + 1 : ℤ) : ℝ) = 0 := by push_cast at e1 ⊢; linarith
    have e3 : 2 * m + 1 = 0 := by exact_mod_cast e2
    omega

/-- The group with glide shift `k/2` is symmorphic exactly when `k` is even. -/
theorem symmorphic_iff (k : ℤ) : Symmorphic (glideGroup k) ↔ Even k := by
  constructor
  · rintro ⟨p, hp⟩
    obtain ⟨h, hh, hfix, v, hv⟩ :=
      hp (glide (((0 : ℤ) : ℝ) + (k : ℝ) / 2) ((0 : ℤ) : ℝ)) (Or.inr ⟨0, 0, rfl⟩)
    rcases hh with ⟨m, n, rfl⟩ | ⟨m, n, rfl⟩
    · -- a translation cannot reproduce the reflection
      have e0 : -(0 : ℝ) + ((0 : ℤ) : ℝ) = 0 + n + v.2 := congrArg Prod.snd (hv (0, 0))
      have e1 : -(1 : ℝ) + ((0 : ℤ) : ℝ) = 1 + n + v.2 := congrArg Prod.snd (hv (0, 1))
      exfalso
      linarith
    · have e : p.1 + ((m : ℝ) + (k : ℝ) / 2) = p.1 := congrArg Prod.fst hfix
      have e2 : (k : ℝ) = ((-m + -m : ℤ) : ℝ) := by push_cast; linarith
      exact ⟨-m, by exact_mod_cast e2⟩
  · rintro ⟨j, rfl⟩
    refine ⟨(0, 0), ?_⟩
    rintro g (⟨m, n, rfl⟩ | ⟨m, n, rfl⟩)
    · exact ⟨1, one_mem _, rfl, ((m : ℝ), (n : ℝ)), fun q => rfl⟩
    · -- the pure mirror belongs to the group and fixes the origin
      refine ⟨glide 0 0, Or.inr ⟨-j, 0, ?_⟩, ?_,
        ((m : ℝ) + ((j + j : ℤ) : ℝ) / 2, (n : ℝ)), fun q => ?_⟩
      · congr 1 <;> push_cast <;> ring
      · exact Prod.ext (show (0 : ℝ) + 0 = 0 by ring) (show -(0 : ℝ) + 0 = 0 by ring)
      · exact Prod.ext
          (show q.1 + ((m : ℝ) + ((j + j : ℤ) : ℝ) / 2)
            = q.1 + 0 + ((m : ℝ) + ((j + j : ℤ) : ℝ) / 2) by ring)
          (show -q.2 + (n : ℝ) = -q.2 + 0 + n by ring)

/-- The group pg is non-commutative, its non-identity operations have neither a fixed
point nor finite order, and it is not symmorphic. -/
theorem pg_nonsymmorphic :
    (∃ g ∈ pg, ∃ h ∈ pg, g * h ≠ h * g) ∧
    (∀ g ∈ pg, g ≠ 1 → (∀ p, g p ≠ p) ∧ ∀ N : ℕ, 0 < N → g ^ N ≠ 1) ∧
    ¬ Symmorphic pg := by
  refine ⟨⟨translation 0 1, Or.inl ⟨0, 1, by simp⟩, glide (1 / 2) 0,
    Or.inr ⟨0, 0, by simp⟩, ?_⟩, ?_, ?_⟩
  · -- compare the images of the origin
    intro e
    have e2 : -(0 : ℝ) + 0 + 1 = -(0 + 1) + 0 :=
      congrArg (fun f : Perm (ℝ × ℝ) => (f (0, 0)).2) e
    norm_num at e2
  · intro g hg hne
    exact ⟨fun p hp => hne (pg_eq_one_of_fixed hg hp),
      fun N hN hpow => hne (pg_eq_one_of_pow hg hN hpow)⟩
  · intro h
    exact Int.not_even_one ((symmorphic_iff 1).1 h)

end

end PlaneGroupPg
```

```lean
#print axioms PlaneGroupPg.pg_nonsymmorphic
```

```
'PlaneGroupPg.pg_nonsymmorphic' depends on axioms: [propext, Classical.choice, Quot.sound]
```

## From coordinates to parity

The four composition lemmas check each coordinate with `ring`; `glideGroup` uses them for closure and inverses.

In `pg_eq_one_of_fixed`, the glide case becomes the integer equation $2m+1=0$, which `omega` refutes. In `pg_eq_one_of_pow`, `tpow` finds powers of translations by induction, `key` evaluates them at the origin, and `mul_pow` passes from $g^N=1$ to $(g^2)^N=1$.

`symmorphic_iff` excludes a translation as $h$ by comparing the images of $(0,0)$ and $(0,1)$, then reads off the parity of $k$. The final theorem tests non-commutativity on the origin, whose images have $y=1$ and $y=-1$.

## The half shift in a density calculation

A code can store the glide as the matrix $\mathrm{diag}(1,-1)$ with the vector $(\tfrac12,0)$. If a density on a uniform grid is symmetrised by averaging over grid points related by the glide, the number of points along $x$ must be even, since otherwise the half-period shift does not map grid points to grid points. In Fourier space the shift becomes a sign, $\rho_{h,k}=(-1)^h\rho_{h,-k}$, where $h,k$ are now integer reciprocal indices. The coefficients $\rho_{h,0}$ with odd $h$ therefore vanish, which gives a quick check of the symmetrisation routine.
